# A finitely supported potential on the one-dimensional lattice has negative-energy states at every positive coupling exactly when it is nonzero and its sum is at most zero

A particle hops along an infinite chain, and a few sites carry a weak potential $V_j$, attractive on balance: $\sum_j V_j<0$. Spreading the particle over a length $L$ lowers its kinetic energy like $1/L^2$ but the pull of the potential only like $1/L$, so I expect a state below the free band edge however weak the potential is. Can this be made rigorous and machine-checked? And what happens when the attraction and repulsion cancel exactly?

## A wide plateau with a small dent

Yes, and exact cancellation still gives negative energy unless $V=0$. For finitely supported real $u$ and coupling $g>0$, write

$$K(u)=\sum_j(u_{j+1}-u_j)^2,\qquad E_g(u)=K(u)+g\sum_j V_ju_j^2 .$$

Let $S=\sum V_j$, $A=\sum V_j^2$ and $C=\sum V_j^3$. Suppose $V\neq0$ and $S\le0$, so $A>0$.

Take $\varphi_j=\max(0,\min(1,2-|j|/N))$, which is 1 for $|j|\le N$ and falls linearly to 0 at $|j|=2N$. Each step is at most $1/N$, and at most $4N+1$ bonds contribute, so $K(\varphi)\le(4N+1)/N^2\le5/N$.

Choose $N$ so large that $V_j=0$ for $|j|\ge N$, and set $u=\varphi-\varepsilon V$ with $\varepsilon>0$. On every bond either $\varphi$ is flat or $V$ vanishes at both ends, so there is no cross term: $K(u)=K(\varphi)+\varepsilon^2K(V)$. Since $\varphi=1$ wherever $V\ne0$,

$$E_g(u)=K(\varphi)+gS-2\varepsilon gA+\varepsilon^2\bigl(gC+K(V)\bigr).$$

Choose $\varepsilon$ with $\varepsilon(gC+K(V))\le gA$. Then $E_g(u)\le 5/N+gS-\varepsilon gA$, which is negative once $N>5/(\varepsilon gA)$.

## Why a positive sum fails at weak coupling

If $V=0$, then $E_g=K\ge0$. Now let $S>0$, $B=\sum|V_j|$, and let $V$ vanish for $|j|\ge M$, with $M>0$. Each bond difference is at most $\sqrt{K(u)}$ in size, so $d_j=u_j-u_0$ satisfies $d_j^2\le j^2K(u)\le M^2K(u)$ on the support of $V$. With $\eta=S/B$ and $\theta=1/\eta$, completing the square gives

$$|u_j^2-u_0^2|=|2u_0d_j+d_j^2|\le\eta u_0^2+(\theta+1)d_j^2 .$$

Multiply by $|V_j|$ and sum. Because $B\eta=S$, the $u_0^2$ terms cancel:

$$\sum_jV_ju_j^2\ge-B(\theta+1)M^2K(u).$$

Hence $E_g(u)\ge0$ for every $u$ when $0\le g\le g_0=1/(B(\theta+1)M^2)$.

## A well beside an equal barrier

Let $V_0=1$, $V_1=-1$ and $g=1$. Then $S=0$, $A=2$, $C=0$ and $K(V)=1+4+1=6$. With $N=4$ the ramps cost exactly $8\cdot\frac1{16}=\frac12$. For $\varepsilon=\frac13$,

$$E_1(u)=\tfrac12-\tfrac43+\tfrac69=-\tfrac16 .$$

Since $\sum u_j^2=395/36$, the normalised energy is $-6/395\approx-0.015$.

## What `binds_at_all_couplings_iff` says

The type `ℤ →₀ ℝ` holds the finitely supported real functions on the sites, and serves for both potentials and trial states. `kinetic` sums over all bonds; `energy g V u` is $E_g(u)$. The hopping energy is 1 and the free band starts at 0. States are not normalised, which leaves the sign of the energy unchanged, and a negative energy forces $u\ne0$.

The theorem says that every $g>0$ admits some `u` with `energy g V u < 0` if and only if `V ≠ 0` and the sum of `V` is at most 0. Your case is $S<0$, where $V\ne0$ is automatic. The state may depend on $g$. The statement concerns trial energies; obtaining a bound eigenstate from them takes a spectral argument that the file does not contain. Infinite-range potentials and higher dimensions are not covered.

For one particle on a uniform one-dimensional grid, this warns against reading the lack of a negative energy in a small hard-walled box as absence of binding on the infinite chain: the trial state may need to be much wider than the potential.

In Lean 4 with Mathlib:

```lean
import Mathlib

open Finset

namespace GridBinding

noncomputable section

/-- Kinetic energy of a finitely supported state on the grid: the sum of squared differences
over all bonds. -/
def kinetic (u : ℤ →₀ ℝ) : ℝ := ∑ᶠ j : ℤ, (u (j + 1) - u j) ^ 2

/-- Energy of the state `u` in the potential `V` with coupling strength `g`. -/
def energy (g : ℝ) (V u : ℤ →₀ ℝ) : ℝ :=
  kinetic u + g * ∑ j ∈ V.support, V j * u j ^ 2

/-- A finitely supported function on the grid vanishes outside some box. -/
theorem exists_box (u : ℤ →₀ ℝ) : ∃ M : ℤ, 0 < M ∧ ∀ j, M ≤ |j| → u j = 0 := by
  refine ⟨∑ i ∈ u.support, |i| + 1, by positivity, fun j hj => ?_⟩
  by_contra h
  have h2 : |j| ≤ ∑ i ∈ u.support, |i| :=
    Finset.single_le_sum (f := fun i : ℤ => |i|) (fun i _ => abs_nonneg i)
      (Finsupp.mem_support_iff.mpr h)
  linarith

/-- For a state that vanishes outside a box, the kinetic energy is the sum over the bonds
of that box. -/
theorem kinetic_eq_sum (u : ℤ →₀ ℝ) (M : ℤ) (h : ∀ j, M ≤ |j| → u j = 0) :
    kinetic u = ∑ j ∈ Icc (-M) M, (u (j + 1) - u j) ^ 2 := by
  unfold kinetic
  apply finsum_eq_sum_of_support_subset
  intro j hj
  by_contra hn
  rw [Finset.coe_Icc, Set.mem_Icc, not_and_or, not_le, not_le] at hn
  have h1 : u j = 0 := h j (le_abs.mpr (by omega))
  have h2 : u (j + 1) = 0 := h (j + 1) (le_abs.mpr (by omega))
  exact Function.mem_support.mp hj (by simp [h1, h2])

/-- A state equal to one on all sites `|j| ≤ N` can be brought down to zero at a kinetic cost
of at most `5 / N`. -/
theorem exists_plateau (N : ℕ) (hN : 0 < N) :
    ∃ φ : ℤ →₀ ℝ, (∀ j : ℤ, |j| ≤ (N : ℤ) → φ j = 1) ∧ kinetic φ ≤ 5 / N := by
  have hN' : (0 : ℝ) < N := by exact_mod_cast hN
  have h1N : (1 : ℝ) ≤ N := by exact_mod_cast hN
  have f0 : ∀ j : ℤ, 2 * (N : ℤ) ≤ |j| →
      max (0 : ℝ) (min 1 (2 - |(j : ℝ)| / N)) = 0 := by
    intro j hj
    have h1 : 2 * (N : ℝ) ≤ |(j : ℝ)| := by exact_mod_cast hj
    have h2 : 2 ≤ |(j : ℝ)| / N := by rwa [le_div_iff₀ hN']
    exact max_eq_left ((min_le_right _ _).trans (by linarith))
  -- the trapezoid: flat up to N, linear ramps down to zero at 2N
  obtain ⟨φ, hφ⟩ : ∃ φ : ℤ →₀ ℝ, ∀ j : ℤ,
      φ j = max (0 : ℝ) (min 1 (2 - |(j : ℝ)| / N)) :=
    ⟨Finsupp.onFinset (Icc (-(2 * (N : ℤ))) (2 * N))
      (fun j : ℤ => max (0 : ℝ) (min 1 (2 - |(j : ℝ)| / N))) (by
        intro j hj
        by_contra hn
        rw [Finset.mem_Icc, not_and_or, not_le, not_le] at hn
        exact hj (f0 j (le_abs.mpr (by omega)))), fun j => rfl⟩
  have clip : ∀ a b c : ℝ, a ≤ b + c → 0 ≤ c →
      max 0 (min 1 a) ≤ max 0 (min 1 b) + c := by
    intro a b c h hc
    have p1 := le_max_left (0 : ℝ) (min 1 b)
    have p2 := le_max_right (0 : ℝ) (min 1 b)
    have p3 := min_le_left (1 : ℝ) a
    have p4 := min_le_right (1 : ℝ) a
    apply max_le
    · linarith
    · rcases min_choice (1 : ℝ) b with h' | h' <;> linarith
  have step : ∀ j : ℤ, (φ (j + 1) - φ j) ^ 2 ≤ (1 / (N : ℝ)) ^ 2 := by
    intro j
    have hc : (0 : ℝ) ≤ 1 / N := by positivity
    have a1 : |(j : ℝ) + 1| ≤ |(j : ℝ)| + 1 :=
      abs_le.mpr ⟨by linarith [neg_abs_le (j : ℝ)], by linarith [le_abs_self (j : ℝ)]⟩
    have a2 : |(j : ℝ)| ≤ |(j : ℝ) + 1| + 1 :=
      abs_le.mpr ⟨by linarith [neg_abs_le ((j : ℝ) + 1)],
        by linarith [le_abs_self ((j : ℝ) + 1)]⟩
    have b1 : |(j : ℝ) + 1| / N ≤ |(j : ℝ)| / N + 1 / N := by
      rw [← add_div]; gcongr
    have b2 : |(j : ℝ)| / N ≤ |(j : ℝ) + 1| / N + 1 / N := by
      rw [← add_div]; gcongr
    rw [hφ, hφ]
    push_cast
    have c1 := clip (2 - |(j : ℝ) + 1| / N) (2 - |(j : ℝ)| / N) (1 / N) (by linarith) hc
    have c2 := clip (2 - |(j : ℝ)| / N) (2 - |(j : ℝ) + 1| / N) (1 / N) (by linarith) hc
    exact sq_le_sq' (by linarith) (by linarith)
  refine ⟨φ, fun j hj => ?_, ?_⟩
  · have h1 : |(j : ℝ)| ≤ N := by exact_mod_cast hj
    have h2 : |(j : ℝ)| / N ≤ 1 := by rwa [div_le_one hN']
    rw [hφ, min_eq_left (by linarith), max_eq_right zero_le_one]
  · rw [kinetic_eq_sum φ (2 * N) (fun j hj => by rw [hφ]; exact f0 j hj)]
    have card : (Icc (-(2 * (N : ℤ))) (2 * N)).card = 4 * N + 1 := by
      rw [Int.card_Icc]; omega
    refine (Finset.sum_le_card_nsmul _ _ _ (fun j _ => step j)).trans ?_
    rw [card, nsmul_eq_mul]
    push_cast
    rw [div_pow, one_pow, mul_one_div, div_le_div_iff₀ (by positivity) hN']
    nlinarith [mul_nonneg hN'.le (mul_nonneg hN'.le (sub_nonneg.2 h1N)),
      mul_nonneg hN'.le (sub_nonneg.2 h1N)]

/-- A deformation `W` confined to the flat part of a plateau has no kinetic cross term
with the plateau. -/
theorem kinetic_plateau_add (φ W : ℤ →₀ ℝ) (N : ℤ) (hφ : ∀ j, |j| ≤ N → φ j = 1)
    (hW : ∀ j, N ≤ |j| → W j = 0) (t : ℝ) :
    kinetic (φ + t • W) = kinetic φ + t ^ 2 * kinetic W := by
  obtain ⟨A, -, hA⟩ := exists_box φ
  obtain ⟨B, -, hB⟩ := exists_box W
  have h1 : ∀ j, max A B ≤ |j| → φ j = 0 := fun j hj => hA j ((le_max_left _ _).trans hj)
  have h2 : ∀ j, max A B ≤ |j| → W j = 0 := fun j hj => hB j ((le_max_right _ _).trans hj)
  rw [kinetic_eq_sum (φ + t • W) (max A B) (fun j hj => by simp [h1 j hj, h2 j hj]),
    kinetic_eq_sum φ _ h1, kinetic_eq_sum W _ h2, Finset.mul_sum, ← Finset.sum_add_distrib]
  refine Finset.sum_congr rfl fun j _ => ?_
  simp only [Finsupp.add_apply, Finsupp.smul_apply, smul_eq_mul]
  by_cases h : |j| ≤ N ∧ |j + 1| ≤ N
  · rw [hφ _ h.1, hφ _ h.2]; ring
  · have c1 := abs_cases j
    have c2 := abs_cases (j + 1)
    rw [hW j (by omega), hW (j + 1) (by omega)]; ring

/-- A nonzero potential whose sum is negative or zero has a state of negative energy at every
positive coupling strength. -/
theorem binds_of_sum_nonpos (V : ℤ →₀ ℝ) (hV : V ≠ 0) (hS : ∑ j ∈ V.support, V j ≤ 0)
    (g : ℝ) (hg : 0 < g) : ∃ u : ℤ →₀ ℝ, energy g V u < 0 := by
  obtain ⟨M, hM, hbox⟩ := exists_box V
  obtain ⟨A, hA⟩ : ∃ A, A = ∑ j ∈ V.support, V j ^ 2 := ⟨_, rfl⟩
  obtain ⟨C, hC⟩ : ∃ C, C = ∑ j ∈ V.support, V j ^ 3 := ⟨_, rfl⟩
  have hApos : 0 < A := by
    rw [hA]
    exact Finset.sum_pos (fun j hj => pow_pos_of_ne j hj) (Finsupp.support_nonempty_iff.mpr hV)
  -- the deformation amplitude, small enough for the first-order gain to win
  obtain ⟨ε, hε, hεB⟩ : ∃ ε : ℝ, 0 < ε ∧ ε * (g * C + kinetic V) ≤ g * A := by
    have hB : 0 < |g * C + kinetic V| + 1 := by positivity
    have hpos : 0 < g * A / (|g * C + kinetic V| + 1) := by positivity
    refine ⟨_, hpos, ?_⟩
    calc _ ≤ g * A / (|g * C + kinetic V| + 1) * (|g * C + kinetic V| + 1) :=
          mul_le_mul_of_nonneg_left (by linarith [le_abs_self (g * C + kinetic V)]) hpos.le
      _ = g * A := div_mul_cancel₀ _ hB.ne'
  have hgain : 0 < ε * (g * A) := by positivity
  -- the plateau, wide enough for its ramps to be cheaper than the gain
  obtain ⟨N, hN⟩ := exists_nat_gt (max (M : ℝ) (5 / (ε * (g * A))))
  have hMN : M < (N : ℤ) := by exact_mod_cast (le_max_left _ _).trans_lt hN
  have hN0 : 0 < N := by omega
  have hN' : (0 : ℝ) < N := by exact_mod_cast hN0
  have hcost : 5 / (N : ℝ) < ε * (g * A) := by
    have h := (div_lt_iff₀ hgain).mp ((le_max_right _ _).trans_lt hN)
    rw [div_lt_iff₀ hN']
    linarith
  obtain ⟨φ, hφ, hk⟩ := exists_plateau N hN0
  refine ⟨φ + (-ε) • V, ?_⟩
  have hpot : ∑ j ∈ V.support, V j * (φ + (-ε) • V) j ^ 2
      = ∑ j ∈ V.support, V j - 2 * ε * A + ε ^ 2 * C := by
    rw [hA, hC, Finset.mul_sum, Finset.mul_sum, ← Finset.sum_sub_distrib,
      ← Finset.sum_add_distrib]
    refine Finset.sum_congr rfl fun j hj => ?_
    have hj' : |j| < M := not_le.mp fun h => Finsupp.mem_support_iff.mp hj (hbox j h)
    rw [Finsupp.add_apply, Finsupp.smul_apply, smul_eq_mul, hφ j (by linarith)]
    ring
  unfold energy
  rw [hpot, kinetic_plateau_add φ V N hφ (fun j hj => hbox j (by linarith))]
  have q1 := mul_le_mul_of_nonneg_left hεB hε.le
  have q2 := mul_nonneg hg.le (neg_nonneg.mpr hS)
  nlinarith
where
  pow_pos_of_ne {V : ℤ →₀ ℝ} (j : ℤ) (hj : j ∈ V.support) : 0 < V j ^ 2 :=
    pow_pos_aux (Finsupp.mem_support_iff.mp hj)
  pow_pos_aux {x : ℝ} (hx : x ≠ 0) : 0 < x ^ 2 := by positivity

/-- The squared difference across any single bond is at most the kinetic energy. -/
theorem sq_step_le_kinetic (u : ℤ →₀ ℝ) (j : ℤ) : (u (j + 1) - u j) ^ 2 ≤ kinetic u := by
  obtain ⟨M, hM, h⟩ := exists_box u
  have hj := abs_nonneg j
  rw [kinetic_eq_sum u (M + |j|) (fun i hi => h i (by linarith))]
  refine Finset.single_le_sum (f := fun i : ℤ => (u (i + 1) - u i) ^ 2)
    (fun i _ => sq_nonneg _) (Finset.mem_Icc.mpr ?_)
  have c := abs_cases j
  constructor <;> omega

/-- The kinetic energy controls how far a state can drift from its value at the origin. -/
theorem sq_drift_le (u : ℤ →₀ ℝ) (j : ℤ) : (u j - u 0) ^ 2 ≤ (j : ℝ) ^ 2 * kinetic u := by
  have hK : 0 ≤ kinetic u := (sq_nonneg _).trans (sq_step_le_kinetic u 0)
  have step := fun i : ℤ => abs_le.mp (Real.abs_le_sqrt (sq_step_le_kinetic u i))
  have main : ∀ n : ℕ, |u (n : ℤ) - u 0| ≤ n * √(kinetic u) ∧
      |u (-(n : ℤ)) - u 0| ≤ n * √(kinetic u) := by
    intro n
    induction n with
    | zero => simp
    | succ n ih =>
      obtain ⟨i1, i2⟩ := ih
      have i1 := abs_le.mp i1
      have i2 := abs_le.mp i2
      have s1 := step n
      have s2 := step (-((n : ℤ) + 1))
      rw [show -((n : ℤ) + 1) + 1 = -n by ring] at s2
      rw [Nat.cast_succ, Nat.cast_succ]
      exact ⟨abs_le.mpr ⟨by linarith [i1.1, s1.1], by linarith [i1.2, s1.2]⟩,
        abs_le.mpr ⟨by linarith [i2.1, s2.2], by linarith [i2.2, s2.1]⟩⟩
  have fin : ∀ (n : ℕ) (x : ℝ), |x| ≤ n * √(kinetic u) → x ^ 2 ≤ (n : ℝ) ^ 2 * kinetic u := by
    intro n x hx
    have h := sq_le_sq' (abs_le.mp hx).1 (abs_le.mp hx).2
    rwa [mul_pow, Real.sq_sqrt hK] at h
  obtain ⟨n, rfl | rfl⟩ := j.eq_nat_or_neg
  · simpa using fin n _ (main n).1
  · simpa using fin n _ (main n).2

/-- If the potential has positive sum, then there is a positive `g₀` such that, for every coupling
strength `g` with `0 ≤ g ≤ g₀`, no state has negative energy. -/
theorem no_binding_of_sum_pos (V : ℤ →₀ ℝ) (hV : 0 < ∑ j ∈ V.support, V j) :
    ∃ g₀ : ℝ, 0 < g₀ ∧ ∀ g, 0 ≤ g → g ≤ g₀ → ∀ u : ℤ →₀ ℝ, 0 ≤ energy g V u := by
  obtain ⟨M, hM, hbox⟩ := exists_box V
  have hM' : (0 : ℝ) < M := by exact_mod_cast hM
  have hSA : ∑ j ∈ V.support, V j ≤ ∑ j ∈ V.support, |V j| :=
    Finset.sum_le_sum fun j _ => le_abs_self _
  obtain ⟨S, hS⟩ : ∃ S, S = ∑ j ∈ V.support, V j := ⟨_, rfl⟩
  obtain ⟨A, hA⟩ : ∃ A, A = ∑ j ∈ V.support, |V j| := ⟨_, rfl⟩
  rw [← hS] at hV hSA
  rw [← hA] at hSA
  have hApos : 0 < A := hV.trans_le hSA
  obtain ⟨η, hη⟩ : ∃ η, η = S / A := ⟨_, rfl⟩
  obtain ⟨θ, hθ⟩ : ∃ θ, θ = A / S := ⟨_, rfl⟩
  have hθpos : 0 < θ := by rw [hθ]; positivity
  have hAη : A * η = S := by rw [hη]; field_simp
  have hθη : θ * η = 1 := by rw [hη, hθ]; field_simp
  -- completing the square with weight η
  have key : ∀ v a x D : ℝ, (x - a) ^ 2 ≤ D →
      v * a ^ 2 - |v| * (η * a ^ 2 + (θ + 1) * D) ≤ v * x ^ 2 := by
    intro v a x D hD
    have p1 : 0 ≤ η * a ^ 2 + 2 * a * (x - a) + θ * (x - a) ^ 2 := by
      have e : η * a ^ 2 + 2 * a * (x - a) + θ * (x - a) ^ 2 = θ * (η * a + (x - a)) ^ 2 := by
        linear_combination (-(η * a ^ 2 + 2 * a * (x - a))) * hθη
      rw [e]; positivity
    have p2 : 0 ≤ η * a ^ 2 - 2 * a * (x - a) + θ * (x - a) ^ 2 := by
      have e : η * a ^ 2 - 2 * a * (x - a) + θ * (x - a) ^ 2 = θ * (η * a - (x - a)) ^ 2 := by
        linear_combination (-(η * a ^ 2 - 2 * a * (x - a))) * hθη
      rw [e]; positivity
    have t : (θ + 1) * (x - a) ^ 2 ≤ (θ + 1) * D :=
      mul_le_mul_of_nonneg_left hD (by linarith)
    have q : |x ^ 2 - a ^ 2| ≤ η * a ^ 2 + (θ + 1) * D :=
      abs_le.mpr ⟨by nlinarith [sq_nonneg (x - a)], by nlinarith⟩
    have r := mul_le_mul_of_nonneg_left q (abs_nonneg v)
    rw [← abs_mul] at r
    linarith [neg_abs_le (v * (x ^ 2 - a ^ 2)), mul_sub v (x ^ 2) (a ^ 2)]
  have hCpos : 0 < A * (θ + 1) * (M : ℝ) ^ 2 := by positivity
  refine ⟨1 / (A * (θ + 1) * (M : ℝ) ^ 2), by positivity, fun g hg hg0 u => ?_⟩
  have hK : 0 ≤ kinetic u := (sq_nonneg _).trans (sq_step_le_kinetic u 0)
  have hs : ∑ j ∈ V.support, (V j * u 0 ^ 2 -
      |V j| * (η * u 0 ^ 2 + (θ + 1) * ((M : ℝ) ^ 2 * kinetic u)))
      ≤ ∑ j ∈ V.support, V j * u j ^ 2 := by
    refine Finset.sum_le_sum fun j hj => key _ _ _ _ ((sq_drift_le u j).trans ?_)
    have hj' := abs_lt.mp (not_le.mp fun h => Finsupp.mem_support_iff.mp hj (hbox j h))
    have l1 : -(M : ℝ) ≤ j := by exact_mod_cast hj'.1.le
    have l2 : (j : ℝ) ≤ M := by exact_mod_cast hj'.2.le
    exact mul_le_mul_of_nonneg_right (sq_le_sq' l1 l2) hK
  rw [Finset.sum_sub_distrib, ← Finset.sum_mul, ← Finset.sum_mul, ← hS, ← hA] at hs
  have e : S * u 0 ^ 2 - A * (η * u 0 ^ 2 + (θ + 1) * ((M : ℝ) ^ 2 * kinetic u))
      = -(A * (θ + 1) * (M : ℝ) ^ 2 * kinetic u) := by
    linear_combination (-(u 0) ^ 2) * hAη
  rw [e] at hs
  have h1 := mul_le_mul_of_nonneg_left hs hg
  have h2 := mul_le_mul_of_nonneg_right ((le_div_iff₀ hCpos).mp hg0) hK
  unfold energy
  linarith

/-- A finitely supported potential on the one-dimensional grid has a negative-energy state at
every positive coupling strength exactly when it is nonzero and its sum is not positive. -/
theorem binds_at_all_couplings_iff (V : ℤ →₀ ℝ) :
    (∀ g : ℝ, 0 < g → ∃ u : ℤ →₀ ℝ, energy g V u < 0) ↔
      V ≠ 0 ∧ ∑ j ∈ V.support, V j ≤ 0 := by
  refine ⟨fun h => ⟨?_, ?_⟩, fun h g hg => binds_of_sum_nonpos V h.1 h.2 g hg⟩
  · rintro rfl
    obtain ⟨u, hu⟩ := h 1 one_pos
    have hK : 0 ≤ kinetic u := (sq_nonneg _).trans (sq_step_le_kinetic u 0)
    simp only [energy, Finsupp.support_zero, Finset.sum_empty, mul_zero, add_zero] at hu
    linarith
  · by_contra hS
    obtain ⟨g, hg, hno⟩ := no_binding_of_sum_pos V (not_le.mp hS)
    obtain ⟨u, hu⟩ := h g hg
    linarith [hno g hg.le le_rfl u]

end

end GridBinding
```

```lean
#print axioms GridBinding.binds_at_all_couplings_iff
```

```
'GridBinding.binds_at_all_couplings_iff' depends on axioms: [propext, Classical.choice, Quot.sound]
```

## How the proof follows the calculation

`exists_box` and `kinetic_eq_sum` reduce the kinetic energy to a finite sum. `exists_plateau` builds $\varphi$; its inequality `clip` shows that cutting off at 0 and 1 does not enlarge a step. `kinetic_plateau_add` splits the bonds into the two cases above, and `ring` closes each. `binds_of_sum_nonpos` chooses $\varepsilon$, then $N$, expands the potential energy in `hpot`, and leaves the final inequality to `nlinarith`.

For the converse, `sq_step_le_kinetic` bounds one bond, and `sq_drift_le` adds up bonds by induction in both directions from the origin. In `no_binding_of_sum_pos`, `key` is the completed square, multiplied by the potential at one site; the code's `A` there is $B$ above. The last theorem joins both directions, treating $V=0$ separately.
